# Uniform on-site exchange with none between the sublattices shifts all levels of a bipartite hopping model without zero modes equally

To ask whether screened exchange changes the gap of a half-filled two-sublattice lattice, one must choose the density matrix from which the exchange term is built. Here it is the density matrix \(P\) of the hopping Hamiltonian \(H\) itself, with the Fermi level at zero, so the exchange matrix is the one formed in the first cycle of a calculation started from the hopping orbitals. The Hartree term is left out. The lattice is finite, with one real orbital per site and equally many sites on the two sublattices. Screening is represented by an exchange kernel \(w\) that is exactly zero between the sublattices.

That exact zero is an idealisation imposed by hypothesis: the kernel of a screened hybrid functional decays with distance but is still finite at a bond length.

## Orbitals, density matrix and lattice

```lean
import Mathlib

open Matrix

namespace ScreenedExchange

noncomputable section

variable {m n : Type*} [Fintype m] [DecidableEq m] [Fintype n] [DecidableEq n]
```

The type `m` labels the sites of a general system, and `n` labels the sites of one sublattice. For a real symmetric matrix \(H\), let \(\varphi_k\) be an orthonormal set of eigenvectors with energies \(\varepsilon_k\). Lean takes them from Mathlib's `eigenvectorBasis` and `eigenvalues`; the suffix `.ofLp` turns a vector of Euclidean space into a plain list of site amplitudes.

```lean
/-- The `k`-th orbital: a member of an orthonormal eigenbasis of the real symmetric matrix `H`. -/
def orbital {H : Matrix m m ℝ} (hH : H.IsHermitian) (k : m) : m → ℝ :=
  (hH.eigenvectorBasis k).ofLp
```

The density matrix for one spin is

\[
P=\sum_{\varepsilon_k<0}\varphi_k\varphi_k^{T}.
\]

The inequality is strict, so a level at exactly zero energy counts as empty.

```lean
/-- The density matrix per spin with Fermi level zero: the sum of `φ φᵀ` over the orbitals
of negative energy. -/
def densityMatrix {H : Matrix m m ℝ} (hH : H.IsHermitian) : Matrix m m ℝ :=
  ∑ k, if hH.eigenvalues k < 0 then vecMulVec (orbital hH k) (orbital hH k) else 0
```

The hopping amplitudes from the second sublattice to the first form a real square matrix \(B\), with the usual minus sign of \(-t\) absorbed into it. There is no hopping within a sublattice, and all site energies are zero:

\[
H=\begin{pmatrix}0&B\\ B^{T}&0\end{pmatrix}.
\]

In Lean the full set of sites is `n ⊕ n`, where `Sum.inl i` is site \(i\) of the first sublattice and `Sum.inr i` is site \(i\) of the second.

```lean
/-- The bipartite Hamiltonian: hopping `B` between two sublattices and none within them. -/
def hopping (B : Matrix n n ℝ) : Matrix (n ⊕ n) (n ⊕ n) ℝ := fromBlocks 0 B Bᵀ 0
```

The diagonal matrix \(S\) has entries \(s_i=+1\) on the first sublattice and \(s_i=-1\) on the second. It is not the overlap matrix, which often carries the same letter; the site orbitals here are orthonormal.

```lean
/-- The sublattice sign: `+1` on the first sublattice and `-1` on the second. -/
def sublatticeSign : Matrix (n ⊕ n) (n ⊕ n) ℝ :=
  diagonal (Sum.elim (fun _ => 1) (fun _ => -1))
```

## (a) Expansion in the orbitals

Show that every vector \(v\) is the sum of its components along the orbitals:

\[
\sum_k(\varphi_k\cdot v)\,\varphi_k=v .
\]

The orbitals form a basis, so \(v=\sum_k c_k\varphi_k\) for some coefficients \(c_k\). Taking the dot product with \(\varphi_l\) and using \(\varphi_l\cdot\varphi_k=\delta_{lk}\) gives \(c_l=\varphi_l\cdot v\), which is the stated expansion.

```lean
/-- Every vector is the sum of its components along the orbitals. -/
theorem orbital_complete {H : Matrix m m ℝ} (hH : H.IsHermitian) (v : m → ℝ) :
    ∑ k, (orbital hH k ⬝ᵥ v) • orbital hH k = v := by
  have hin : ∀ k, inner ℝ (hH.eigenvectorBasis k) (WithLp.toLp 2 v) = orbital hH k ⬝ᵥ v := by
    intro k
    simp [orbital, PiLp.inner_apply, dotProduct, mul_comm]
  have h := congrArg WithLp.ofLp (hH.eigenvectorBasis.sum_repr' (WithLp.toLp 2 v))
  simp only [hin] at h
  ext i
  simpa [orbital] using congrFun h i
```

Mathlib's `sum_repr'` provides the expansion for an orthonormal basis. The step `hin` identifies its inner product with the ordinary dot product `⬝ᵥ`.

## (b) What the density matrix does to an eigenvector

Let \(Hv=ev\). Show that \(P\) keeps \(v\) if its energy is negative and annihilates it otherwise:

\[
Pv=\begin{cases}v,&e<0,\\0,&e\ge 0.\end{cases}
\]

Since \(H\) is symmetric,

\[
e\,(\varphi_k\cdot v)=\varphi_k\cdot(Hv)=(H\varphi_k)\cdot v=\varepsilon_k\,(\varphi_k\cdot v).
\]

Thus \((\varepsilon_k-e)(\varphi_k\cdot v)=0\), and an orbital overlaps with \(v\) only if \(\varepsilon_k=e\). The definition of \(P\) gives

\[
Pv=\sum_{\varepsilon_k<0}(\varphi_k\cdot v)\,\varphi_k .
\]

If \(e<0\), every orbital that overlaps with \(v\) is in this sum, which is therefore the full expansion of part (a) and equals \(v\). If \(e\ge0\), no orbital in the sum overlaps with \(v\), and the result is zero.

```lean
/-- The density matrix keeps each eigenvector of negative energy and annihilates each
eigenvector of non-negative energy. -/
theorem densityMatrix_mulVec {H : Matrix m m ℝ} (hH : H.IsHermitian) {v : m → ℝ} {e : ℝ}
    (hv : H *ᵥ v = e • v) : densityMatrix hH *ᵥ v = if e < 0 then v else 0 := by
  -- an orbital overlaps with `v` only if the energies agree
  have hk : ∀ k, orbital hH k ⬝ᵥ v ≠ 0 → hH.eigenvalues k = e := by
    intro k hc
    have hT : Hᵀ = H := (conjTranspose_eq_transpose_of_trivial H).symm.trans hH.eq
    have ho : H *ᵥ orbital hH k = hH.eigenvalues k • orbital hH k :=
      hH.mulVec_eigenvectorBasis k
    have h1 : orbital hH k ⬝ᵥ (H *ᵥ v) = (H *ᵥ orbital hH k) ⬝ᵥ v := by
      rw [Matrix.dotProduct_mulVec, ← Matrix.mulVec_transpose, hT]
    rw [hv, ho, dotProduct_smul, smul_dotProduct] at h1
    simp only [smul_eq_mul] at h1
    exact mul_right_cancel₀ hc h1.symm
  have hP : densityMatrix hH *ᵥ v =
      ∑ k, if hH.eigenvalues k < 0 then (orbital hH k ⬝ᵥ v) • orbital hH k else 0 := by
    ext i
    simp only [densityMatrix, mulVec, dotProduct, Matrix.sum_apply, Finset.sum_mul,
      Finset.sum_apply]
    rw [Finset.sum_comm]
    refine Finset.sum_congr rfl fun k _ => ?_
    split_ifs
    · simp only [vecMulVec_apply, Pi.smul_apply, smul_eq_mul, Finset.sum_mul]
      exact Finset.sum_congr rfl fun j _ => by ring
    · simp
  rw [hP]
  by_cases he : e < 0
  · rw [if_pos he]
    refine Eq.trans (Finset.sum_congr rfl fun k _ => ?_) (orbital_complete hH v)
    by_cases hc : orbital hH k ⬝ᵥ v = 0
    · simp [hc]
    · rw [hk k hc, if_pos he]
  · rw [if_neg he]
    refine Finset.sum_eq_zero fun k _ => ?_
    by_cases hc : orbital hH k ⬝ᵥ v = 0
    · simp [hc]
    · rw [hk k hc, if_neg he]
```

The overlap rule is `hk`, and the formula for \(Pv\) is `hP`. The two final cases follow the sign of \(e\). The vector \(v\) need not be one of the chosen orbitals, which matters when levels are degenerate.

## (c) Symmetry of the bipartite Hamiltonian

Show that the block matrix \(H\) built from \(B\) is symmetric, so that it has a real orthonormal eigenbasis:

\[
H^{T}=H .
\]

Transposition exchanges the two off-diagonal blocks and transposes each. The upper right block becomes \((B^{T})^{T}=B\), the lower left becomes \(B^{T}\), and the zero blocks stay zero.

```lean
omit [Fintype n] [DecidableEq n] in
/-- The bipartite Hamiltonian is symmetric. -/
theorem hopping_isHermitian (B : Matrix n n ℝ) : (hopping B).IsHermitian := by
  change (hopping B)ᴴ = hopping B
  ext i j
  rcases i with i | i <;> rcases j with j | j <;> simp [hopping]
```

Lean states this as `IsHermitian`, which for real entries means symmetric, and compares entries for the four combinations of sublattices.

With this, \(P\) can be formed for the lattice. Lean calls it `occupied B`.

```lean
/-- The density matrix per spin of the bipartite Hamiltonian, with Fermi level zero. -/
def occupied (B : Matrix n n ℝ) : Matrix (n ⊕ n) (n ⊕ n) ℝ :=
  densityMatrix (hopping_isHermitian B)
```

The Fock matrix subtracts from the hopping the exchange matrix, whose entries are \(w_{ij}P_{ij}\). This entrywise product is written \(w\circ P\), in Lean `hadamard`:

\[
F=H-w\circ P .
\]

The name `fock` is narrower than usual, because the Hartree term is left out.

```lean
/-- The Fock matrix: hopping minus the exchange matrix with entries `w i j * P i j`. -/
def fock (B : Matrix n n ℝ) (w : Matrix (n ⊕ n) (n ⊕ n) ℝ) : Matrix (n ⊕ n) (n ⊕ n) ℝ :=
  hopping B - hadamard w (occupied B)
```

## (d) Exchanging occupied and empty states

Let \(B\) be invertible. Show that reversing the sign of the amplitudes on one sublattice turns the occupied space into the empty one:

\[
SPS=1-P .
\]

First, \(S^2=1\). Multiplying out the blocks gives

\[
HS=\begin{pmatrix}0&-B\\B^{T}&0\end{pmatrix}=-SH .
\]

If \(Hv=ev\), then \(H(Sv)=-SHv=-e\,(Sv)\), so \(Sv\) has the opposite energy. Now apply \(P+SPS\) to \(v\), using part (b).

- For \(e<0\), \(Pv=v\) and \(P(Sv)=0\), so the result is \(v\).
- For \(e>0\), \(Pv=0\) and \(P(Sv)=Sv\), so the result is \(S^2v=v\).
- For \(e=0\), write \(v=(a,b)\) with \(a\) and \(b\) the parts on the two sublattices. Then \(Bb=0\) and \(B^{T}a=0\), and invertibility gives \(a=b=0\). Both sides vanish.

So \(P+SPS\) leaves every eigenvector unchanged. By part (a) the eigenvectors span the space, hence \(P+SPS=1\).

```lean
/-- For invertible `B`, reversing the sign on one sublattice exchanges the occupied and the
empty space. -/
theorem particle_hole {B : Matrix n n ℝ} (hB : B.det ≠ 0) :
    sublatticeSign * occupied B * sublatticeSign = 1 - occupied B := by
  have hSS : (sublatticeSign : Matrix (n ⊕ n) (n ⊕ n) ℝ) * sublatticeSign = 1 := by
    rw [sublatticeSign, diagonal_mul_diagonal, ← diagonal_one]
    congr 1
    ext s
    rcases s with i | i <;> simp
  have hHS : hopping B * sublatticeSign = -(sublatticeSign * hopping B) := by
    ext s t
    rcases s with i | i <;> rcases t with j | j <;>
      simp [hopping, sublatticeSign, diagonal_mul, mul_diagonal]
  -- `P + S P S` fixes every eigenvector of the Hamiltonian
  have hfix : ∀ (v : n ⊕ n → ℝ) (e : ℝ), hopping B *ᵥ v = e • v →
      (occupied B + sublatticeSign * occupied B * sublatticeSign) *ᵥ v = v := by
    intro v e hv
    have hSv : hopping B *ᵥ (sublatticeSign *ᵥ v) = (-e) • (sublatticeSign *ᵥ v) := by
      rw [mulVec_mulVec, hHS, neg_mulVec, ← mulVec_mulVec, hv, mulVec_smul, neg_smul]
    have h1 : occupied B *ᵥ v = _ := densityMatrix_mulVec (hopping_isHermitian B) hv
    have h2 : occupied B *ᵥ (sublatticeSign *ᵥ v) = _ :=
      densityMatrix_mulVec (hopping_isHermitian B) hSv
    rw [add_mulVec, ← mulVec_mulVec, ← mulVec_mulVec, h1, h2]
    rcases lt_trichotomy e 0 with he | he | he
    · rw [if_pos he, if_neg (by linarith), mulVec_zero, add_zero]
    · -- no zero modes, since `B` is invertible
      have h0 : hopping B *ᵥ v = 0 := by rw [hv, he, zero_smul]
      rw [hopping, fromBlocks_mulVec] at h0
      have hr : v ∘ Sum.inr = 0 := eq_zero_of_mulVec_eq_zero hB (by
        ext i
        simpa using congrFun h0 (Sum.inl i))
      have hl : v ∘ Sum.inl = 0 :=
        eq_zero_of_mulVec_eq_zero (M := Bᵀ) (by rwa [det_transpose]) (by
          ext i
          simpa using congrFun h0 (Sum.inr i))
      have hz : v = 0 := by
        ext s
        rcases s with i | i
        · exact congrFun hl i
        · exact congrFun hr i
      simp [hz]
    · rw [if_neg (by linarith), if_pos (by linarith), mulVec_mulVec, hSS, one_mulVec, zero_add]
  -- the orbitals span the whole space
  refine eq_sub_of_add_eq' (Matrix.toLin'.injective (LinearMap.ext fun v => ?_))
  rw [← orbital_complete (hopping_isHermitian B) v, map_sum, map_sum]
  refine Finset.sum_congr rfl fun k _ => ?_
  rw [map_smul, map_smul, toLin'_apply, toLin'_apply, one_mulVec,
    hfix (orbital (hopping_isHermitian B) k) _
      ((hopping_isHermitian B).mulVec_eigenvectorBasis k)]
```

The hypothesis `hB : B.det ≠ 0` says physically that the lattice has no zero-energy level. The steps `hSS` and `hHS` are the two matrix identities, and `hfix` contains the three cases, separated by `lt_trichotomy`. The last lines expand an arbitrary vector in orbitals and apply `hfix` to each term. The theorem is named `particle_hole`; the relation \(SHS=-H\) behind it is often called chiral or sublattice symmetry.

## (e) The density matrix within one sublattice

Let \(B\) be invertible. Show that, for two sites \(i,j\) of the same sublattice,

\[
P_{ij}=\tfrac12\,\delta_{ij}.
\]

Take the \(ij\) entry of the identity in part (d). On the left it is \(s_iP_{ij}s_j=P_{ij}\), because \(s_is_j=1\) within a sublattice. Hence \(P_{ij}=\delta_{ij}-P_{ij}\), which gives the result. Each site holds half an electron per spin, and there is no bond order between different sites of one sublattice. For sites on opposite sublattices the same identity reads \(-P_{ij}=-P_{ij}\) and gives no information.

```lean
/-- For invertible `B`, each site is half filled per spin, and the density matrix vanishes
between different sites of one sublattice. -/
theorem occupied_block {B : Matrix n n ℝ} (hB : B.det ≠ 0) (i j : n) :
    occupied B (Sum.inl i) (Sum.inl j) = (if i = j then 1 / 2 else 0) ∧
    occupied B (Sum.inr i) (Sum.inr j) = (if i = j then 1 / 2 else 0) := by
  have h1 := congrFun (congrFun (particle_hole hB) (Sum.inl i)) (Sum.inl j)
  have h2 := congrFun (congrFun (particle_hole hB) (Sum.inr i)) (Sum.inr j)
  simp only [sublatticeSign, mul_diagonal, diagonal_mul, Sum.elim_inl, Sum.elim_inr,
    Matrix.sub_apply, one_apply, Sum.inl.injEq, Sum.inr.injEq] at h1 h2
  by_cases h : i = j
  · rw [if_pos h] at h1 h2 ⊢
    constructor <;> linarith
  · rw [if_neg h] at h1 h2 ⊢
    constructor <;> linarith
```

The two halves of the conclusion are the two sublattices. `h1` and `h2` are the diagonal blocks of the identity, and `linarith` solves for the entry once the cases \(i=j\) and \(i\ne j\) are separated.

## (f) The exchange matrix and the common shift

Let \(B\) be invertible, let \(w_{ii}=U\) on every site, and let \(w_{ij}=0\) whenever \(i\) and \(j\) lie on different sublattices. The constant \(U\) stands for the screened on-site repulsion, multiplied by the exchange fraction of the hybrid. Show that

\[
w_{ij}P_{ij}=\frac U2\,\delta_{ij}
\]

and that, for every vector \(v\) and real number \(e\),

\[
Fv=\left(e-\frac U2\right)v\quad\Longleftrightarrow\quad Hv=ev .
\]

There are three kinds of entry. Between sublattices \(w_{ij}=0\). Between different sites of one sublattice \(P_{ij}=0\) by part (e), whatever the value of \(w_{ij}\). On-site the product is \(U\cdot\tfrac12\). Therefore \(F=H-\tfrac U2\,1\), and

\[
Fv=Hv-\frac U2v .
\]

This equals \(ev-\tfrac U2v\) exactly when \(Hv=ev\). All levels move by \(-U/2\) with their eigenvectors unchanged, so the distance between the highest negative and the lowest positive level of \(H\) is preserved.

```lean
/-- Screened exchange: for invertible `B` and a kernel equal to `U` on-site and zero between
the sublattices, the exchange matrix is `U/2` times the identity, and the Fock matrix has the
eigenvectors of the hopping Hamiltonian with every level shifted by `-U/2`. -/
theorem screened_exchange_rigid_shift {B : Matrix n n ℝ} (hB : B.det ≠ 0)
    {w : Matrix (n ⊕ n) (n ⊕ n) ℝ} {U : ℝ} (hU : ∀ s, w s s = U)
    (hAB : ∀ i j, w (Sum.inl i) (Sum.inr j) = 0)
    (hBA : ∀ i j, w (Sum.inr i) (Sum.inl j) = 0) :
    hadamard w (occupied B) = (U / 2) • (1 : Matrix (n ⊕ n) (n ⊕ n) ℝ) ∧
    ∀ (v : n ⊕ n → ℝ) (e : ℝ),
      fock B w *ᵥ v = (e - U / 2) • v ↔ hopping B *ᵥ v = e • v := by
  have hK : hadamard w (occupied B) = (U / 2) • (1 : Matrix (n ⊕ n) (n ⊕ n) ℝ) := by
    ext s t
    simp only [hadamard_apply, Matrix.smul_apply, smul_eq_mul]
    rcases s with i | i <;> rcases t with j | j
    · rw [(occupied_block hB i j).1]
      by_cases h : i = j
      · subst h
        simp [hU, div_eq_mul_inv]
      · simp [one_apply, h]
    · simp [hAB, one_apply]
    · simp [hBA, one_apply]
    · rw [(occupied_block hB i j).2]
      by_cases h : i = j
      · subst h
        simp [hU, div_eq_mul_inv]
      · simp [one_apply, h]
  refine ⟨hK, fun v e => ?_⟩
  -- a multiple of the identity moves every level by the same amount
  rw [fock, hK, sub_mulVec, smul_mulVec, one_mulVec, sub_smul, sub_left_inj]

end

end ScreenedExchange
```

The hypotheses `hU`, `hAB` and `hBA` fix the on-site value and the two intersublattice blocks; symmetry of \(w\) is not required. The step `hK` goes through the kinds of entry, and the final rewriting cancels the common term \(\tfrac U2v\).

```lean
#print axioms ScreenedExchange.screened_exchange_rigid_shift
```

```
'ScreenedExchange.screened_exchange_rigid_shift' depends on axioms: [propext, Classical.choice, Quot.sound]
```

## Two sites, and one cycle of a calculation

The smallest lattice with a gap has one site on each sublattice and a single hopping amplitude \(B=(-t)\), \(t\neq0\). The levels of \(H\) are \(\pm|t|\), and

\[
P=\frac12\begin{pmatrix}1&\operatorname{sgn}t\\\operatorname{sgn}t&1\end{pmatrix}.
\]

The kernel removes the off-diagonal entries, so the levels of \(F\) are \(\pm|t|-U/2\). Their separation \(2|t|\) tends to zero with \(t\) for any fixed \(U\): the exchange term leaves no gap of its own behind.

To run one cycle of this model, which has no Hartree term, one diagonalises \(H\), fills the lower half of the levels, forms \(P\), multiplies it entry by entry with \(w\) and subtracts the product from \(H\). A closed-shell program that stores the spin-summed matrix \(D=2P\) subtracts \(\tfrac12\,w\circ D\) instead. Diagonalising \(F\) and filling the lower half again returns the same \(P\), with the Fermi level now at \(-U/2\), so the cycle has already converged; this last remark is a consequence drawn here and not part of the Lean statement.

In this finite one-orbital model with uniform \(U\) and no zero modes, any change of the gap by the exchange term built from \(P\) comes from the kernel entries between the sublattices, where the bond orders are. A periodic honeycomb cluster with uniform nearest-neighbour hopping whose wavevectors include the Dirac points has zero modes, so the result does not cover it.
